# The Hessian of a rotation-invariant energy with a linear field coupling

An order parameter `x` in a real Hilbert space has energy g(‖x‖²) − ⟨h, x⟩, where g is twice continuously differentiable and h is a fixed external field. The theorem `hessian_energy` says that the Hessian at `x` sends a displacement w to 2g′(‖x‖²)w + 4g″(‖x‖²)⟨x, w⟩x, so the field does not appear in it explicitly. The point `x` need be neither stationary nor normalised; if it is nonzero, the curvature is 2g′(‖x‖²) across `x` and 2g′(‖x‖²) + 4‖x‖²g″(‖x‖²) along it. The attempt takes the gradient 2g′(‖x‖²)x − h from the previous theorem and differentiates it with the chain and product rules.

In Lean, a first try:

```lean
import Mathlib

open scoped InnerProductSpace

namespace PseudoGoldstone

noncomputable section

variable {E : Type*} [NormedAddCommGroup E] [InnerProductSpace ℝ E]

/-- Energy of an order parameter `x`: a rotation-invariant part `g (‖x‖²)` and a linear
coupling to an external field `h`. -/
def energy (g : ℝ → ℝ) (h : E) (x : E) : ℝ := g (‖x‖ ^ 2) - inner ℝ h x

/-- The Hessian of `f` at `x`, as the linear map that differentiates the gradient. -/
def hessian [CompleteSpace E] (f : E → ℝ) (x : E) : E →L[ℝ] E :=
  fderiv ℝ (gradient f) x

variable [CompleteSpace E]

/-- The gradient of the energy is `2 g'(‖x‖²) x - h`. -/
theorem hasGradientAt_energy {g : ℝ → ℝ} (hg : Differentiable ℝ g) (h x : E) :
    HasGradientAt (energy g h) ((2 * deriv g (‖x‖ ^ 2)) • x - h) x := by
  have h1 := (hasStrictFDerivAt_norm_sq x).hasFDerivAt
  have h2 := (hg (‖x‖ ^ 2)).hasDerivAt.comp_hasFDerivAt x h1
  have h3 : HasFDerivAt (fun y : E => inner ℝ h y) (innerSL ℝ h) x :=
    (innerSL ℝ h).hasFDerivAt
  have h4 : HasFDerivAt (energy g h) _ x := h2.sub h3
  rw [hasGradientAt_iff_hasFDerivAt]
  refine h4.congr_fderiv ?_
  ext w
  simp
  ring

/-- The Hessian of the energy sends `w` to `2 g'(‖x‖²) w + 4 g''(‖x‖²) ⟨x, w⟩ x`. -/
theorem hessian_energy {g : ℝ → ℝ} (hg : ContDiff ℝ 2 g) (h x w : E) :
    hessian (energy g h) x w = (2 * deriv g (‖x‖ ^ 2)) • w
      + (4 * deriv (deriv g) (‖x‖ ^ 2) * inner ℝ x w) • x := by
  have hd : Differentiable ℝ g := hg.differentiable (by norm_num)
  have hdd : Differentiable ℝ (deriv g) := hg.differentiable_deriv_two
  have hgrad : gradient (energy g h)
      = fun y : E => (2 * deriv g (‖y‖ ^ 2)) • y - h :=
    funext fun y => (hasGradientAt_energy hd h y).gradient
  -- differentiate the gradient field by the chain and product rules
  have h1 := (hasStrictFDerivAt_norm_sq x).hasFDerivAt
  have h2 : HasFDerivAt (fun y : E => deriv g (‖y‖ ^ 2)) _ x :=
    (hdd (‖x‖ ^ 2)).hasDerivAt.comp_hasFDerivAt x h1
  have h3 : HasFDerivAt (fun y : E => (2 * deriv g (‖y‖ ^ 2)) • y - h) _ x :=
    ((h2.const_mul 2).smul (hasFDerivAt_id x)).sub_const h
  rw [hessian, hgrad, h3.fderiv]
  simp
  module

end

end PseudoGoldstone
```

The error:

```
Main.lean:47:4: error: Type mismatch
  HasDerivAt.comp_hasFDerivAt x ?m.299 h1
has type
  HasFDerivAt (?m.295 ∘ fun x => ‖x‖ ^ 2) (?m.296 • 2 • (innerSL ℝ) x) x
but is expected to have type
  HasFDerivAt (fun y => deriv g (‖y‖ ^ 2)) ?m.261 x
Main.lean:38:61: error: unsolved goals
E : Type u_1
inst✝² : NormedAddCommGroup E
inst✝¹ : InnerProductSpace ℝ E
inst✝ : CompleteSpace E
g : ℝ → ℝ
hg : ContDiff ℝ 2 g
h x w : E
hd : Differentiable ℝ g
hdd : Differentiable ℝ (deriv g)
hgrad : gradient (energy g h) = fun y => (2 * deriv g (‖y‖ ^ 2)) • y - h
h1 : HasFDerivAt (fun x => ‖x‖ ^ 2) (2 • (innerSL ℝ) x) x
⊢ (hessian (energy g h) x) w = (2 * deriv g (‖x‖ ^ 2)) • w + (4 * deriv (deriv g) (‖x‖ ^ 2) * ⟪x, w⟫_ℝ) • x
```

Diagnosis. The first error is in `h2`, the chain rule for `deriv g (‖y‖ ^ 2)`. `HasDerivAt.comp_hasFDerivAt` gives a derivative for a composition written with `∘`, while `h2` states the same function as a `fun`. Lean compared the two while the outer function was still unknown, the `?m.295` of the message, and failed to match them.

The repair first states the chain rule as `hchain`, with no expected type. Lean then learns from `hdd` that the outer function is `deriv g`, and `h2 := hchain` only has to check that two known functions agree by definition, which they do.

The second error is the theorem's own goal left unproved. Its context ends at `h1`, so it follows from the failure of `h2`.

The diff splits `h3` in the same way, through `hprod`. The proof had not got that far, so the messages do not show whether this second split was needed.

Fix (accepted with no message):

```diff
@@ -44,8 +44,8 @@
   -- differentiate the gradient field by the chain and product rules
   have h1 := (hasStrictFDerivAt_norm_sq x).hasFDerivAt
-  have h2 : HasFDerivAt (fun y : E => deriv g (‖y‖ ^ 2)) _ x :=
-    (hdd (‖x‖ ^ 2)).hasDerivAt.comp_hasFDerivAt x h1
-  have h3 : HasFDerivAt (fun y : E => (2 * deriv g (‖y‖ ^ 2)) • y - h) _ x :=
-    ((h2.const_mul 2).smul (hasFDerivAt_id x)).sub_const h
+  have hchain := (hdd (‖x‖ ^ 2)).hasDerivAt.comp_hasFDerivAt x h1
+  have h2 : HasFDerivAt (fun y : E => deriv g (‖y‖ ^ 2)) _ x := hchain
+  have hprod := ((h2.const_mul 2).smul (hasFDerivAt_id x)).sub_const h
+  have h3 : HasFDerivAt (fun y : E => (2 * deriv g (‖y‖ ^ 2)) • y - h) _ x := hprod
   rw [hessian, hgrad, h3.fderiv]
   simp
```
